# For distinct roots, divisibility in the Baxter TQ relation is equivalent to conditions at the roots

"A monic polynomial \(Q\) with distinct roots" can be put into a theorem either as a polynomial carrying two properties or as a product built from its roots. Here it is the product. The data are complex numbers \(u_k\), the rapidities, labelled by a finite set \(\iota\) with \(m\) elements, and
\[
Q(x)=\prod_{k\in\iota}(x-u_k).
\]
The roots are distinct when the map \(k\mapsto u_k\) is injective, so that \(Q\) has \(m\) simple roots. A second decision concerns the polynomial \(T\) of the relation \(T(x)\,Q(x)=P(x)\), where for a natural number \(n\)
\[
P(x)=\left(x+\tfrac{i}{2}\right)^n Q(x-i)+\left(x-\tfrac{i}{2}\right)^n Q(x+i).
\]
No \(T\) is given in advance. The relation is read as the statement that some polynomial \(T\) exists, which is to say that \(Q\) divides \(P\).

In the periodic isotropic spin-1/2 Heisenberg chain, \(n\) is the number of sites, \(m\) is the number of reversed spins, and \(T\) is an eigenvalue of the transfer matrix as a function of the spectral parameter \(x\). The shift \(i\) sets the scale of the two-magnon scattering factor and is fixed by the chosen normalisation of \(x\), not by the exchange constant, and the factors \((x\pm i/2)^n\) encode \(n\) identical spin-1/2 sites. Baxter's relation in its physical sense ties \(T\) to the spectrum of an operator, whereas the theorems below contain no Hamiltonian, transfer matrix or state vector and concern only the algebra of the polynomial identity. For distinct rapidities away from the poles named below, that algebra turns the Bethe equations of this finite, one-dimensional, integrable chain, which the Jordan-Wigner transformation maps to spinless fermions with nearest-neighbour interaction, into a condition on the coefficients of one polynomial.

## From divisibility to the Bethe equations

The claim is that, for distinct rapidities, \(Q\) divides \(P\) if and only if
\[
\left(u_j+\tfrac{i}{2}\right)^n Q(u_j-i)=-\left(u_j-\tfrac{i}{2}\right)^n Q(u_j+i)\qquad\text{for every } j\in\iota. \tag{1}
\]
Equation (1) says \(P(u_j)=0\), with the second term of \(P\) moved to the right. If \(P=TQ\), then \(P(u_j)=T(u_j)Q(u_j)=0\), and this direction does not use distinctness. Conversely, if \(P(u_j)=0\) for every \(j\), each linear factor \(x-u_j\) divides \(P\). Two factors with \(u_j\neq u_k\) are coprime, because \((x-u_k)-(x-u_j)=u_j-u_k\) is a nonzero constant, and pairwise coprime divisors of \(P\) have a product that divides \(P\). That product is \(Q\). The usual motivation for distinctness is that the unnormalised coordinate Bethe wavefunction vanishes when two rapidities coincide. That vanishing depends on the normalisation, since dividing by \(u_j-u_k\) generally leaves a nonzero limit, so it does not by itself rule out coinciding rapidities; in the theorem distinctness is simply assumed.

For any complex \(c\), the factor \(k=j\) of \(Q(u_j+c)\) equals \(c\), so
\[
Q(u_j+c)=c\prod_{k\neq j}(u_j-u_k+c).
\]
With \(c=-i\) on the left of (1) and \(c=i\) on the right,
\[
-i\left(u_j+\tfrac{i}{2}\right)^n\prod_{k\neq j}(u_j-u_k-i)=-i\left(u_j-\tfrac{i}{2}\right)^n\prod_{k\neq j}(u_j-u_k+i).
\]
The common factor \(-i\) cancels, and with it the minus sign of (1). If \(u_j\neq i/2\) for all \(j\) and \(u_j-u_k\neq i\) for all \(j,k\), both sides may be divided by \((u_j-i/2)^n\prod_{k\neq j}(u_j-u_k-i)\), which gives the Bethe equations
\[
\left(\frac{u_j+i/2}{u_j-i/2}\right)^n=\prod_{k\neq j}\frac{u_j-u_k+i}{u_j-u_k-i}. \tag{2}
\]
The ratio on the left is the phase factor \(e^{ip_j}\) that a magnon of momentum \(p_j\) acquires per site (it has modulus one only for real \(u_j\); otherwise \(p_j\) is complex), and each factor on the right is a two-magnon scattering factor. The two extra conditions keep these away from their poles.

The size of \(T\) follows from counting degrees. For monic \(Q\) of degree \(m\), both terms of \(P\) are monic of degree \(n+m\), so \(P=2x^{n+m}+\dots\), and \(TQ=P\) forces \(T=2x^n+\dots\).

The smallest cases behave as expected. For \(m=0\) the empty product gives \(Q=1\), conditions (1) and (2) are empty, and \(T=(x+i/2)^n+(x-i/2)^n\). For \(m=1\) and \(n\geq1\) the right side of (2) is 1, and the equation says that the phase factor is an \(n\)-th root of unity. The root 1 is not reached, since no finite rapidity makes the ratio equal to 1; the zero-momentum magnon belongs to the spin multiplet of the state with \(m=0\) and has the same \(T\).

## A double root that satisfies the root conditions

Take \(n=3\) and \(u_0=u_1=0\), so \(Q=x^2\) and \(P=(x+i/2)^3(x-i)^2+(x-i/2)^3(x+i)^2\). Then \(P(0)=(-i/8)(-1)+(i/8)(-1)=0\), so (1) holds for both indices. Divisibility by \(x^2\) would require \(P'(0)=0\) as well. The first term contributes \(3(i/2)^2(-i)^2+2(i/2)^3(-i)=\tfrac34-\tfrac14=\tfrac12\), the second contributes the same, and \(P'(0)=1\). The two conditions (1) have collapsed into one, and \(Q\) does not divide \(P\). The failure does not come from having more than half of the spins reversed: for \(n=5\) and the same \(Q\), again \(P(0)=0\), while \(P'(0)=-\tfrac12\).

## Four sites and two rapidities

Let \(n=4\) and try \(Q=x^2+q\) with a complex number \(q\). The ingredients are
\[
\left(x+\tfrac{i}{2}\right)^4=x^4+2ix^3-\tfrac32x^2-\tfrac{i}{2}x+\tfrac1{16},\qquad Q(x-i)=x^2-2ix+q-1 .
\]
The second term of \(P\) is the first with \(x\) replaced by \(-x\), so odd powers cancel and even powers double:
\[
P=2x^6+(2q+3)x^4+\left(\tfrac98-3q\right)x^2+\tfrac{q-1}{8}.
\]
Long division by \(x^2+q\) gives
\[
P=\left(2x^4+3x^2+\tfrac98-6q\right)(x^2+q)+\left(6q^2-q-\tfrac18\right).
\]
The remainder vanishes for \(q=-1/12\) and for \(q=1/4\). The first value gives \(u_0=\sqrt3/6\approx0.2887\), \(u_1=-u_0\) and \(T=2x^4+3x^2+13/8\). Equation (2) can be checked through angles: \(u_0+i/2\) has argument \(\pi/3\), so the left side is \((e^{2\pi i/3})^4=e^{2\pi i/3}\), and \(u_0-u_1+i=1/\sqrt3+i\) also has argument \(\pi/3\), so the right side is \(e^{2\pi i/3}\). The second value gives the roots \(\pm i/2\). They are distinct, so (1) holds, but they violate both conditions needed for (2).

A program can follow the same route for other \(m\leq n/2\); the sectors with more reversed spins have the same spectra, by reversal of every spin. Beyond that bound the solutions can form continuous families: for \(n=1\) and \(m=2\), every \(Q=x^2+q\) satisfies the relation with \(T=2x\). The program treats the \(m\) lower coefficients of \(Q\) as unknowns, divides \(P\) by \(Q\) symbolically, and sets the \(m\) coefficients of the remainder to zero. These are polynomial equations without denominators, and permutations of the rapidities do not produce duplicate solutions. Each solution is then screened: \(Q\) coprime to \(Q'\) means distinct roots, and \(Q(i/2)\neq0\) together with \(Q(x)\) coprime to \(Q(x+i)\) means that (2) applies. The screen tells which form of the equations is available; failing it does not by itself decide whether a solution belongs to an eigenstate of the chain. The value \(q=1/4\) and this recipe are illustrations which the Lean file does not treat.

## The two polynomials and their values

```lean
import Mathlib

open Polynomial Complex

namespace BaxterTQ

noncomputable section

variable {ι : Type*} [Fintype ι]
```

The index type `ι` is any finite type, so \(m\) is its number of elements and may be zero. The notation `ℂ[X]` denotes polynomials with complex coefficients, `X` is the variable, `C a` is the constant polynomial with value `a`, and `I` is \(i\).

```lean
/-- The Baxter polynomial `Q(x) = ∏ₖ (x - uₖ)`, monic with the rapidities `uₖ` as roots. -/
def baxterQ (u : ι → ℂ) : ℂ[X] := ∏ k, (X - C (u k))
```

The family `u : ι → ℂ` holds the rapidities, with no reality or symmetry condition, and nothing bounds \(m\) in terms of \(n\). The definition allows repeated values, and distinctness enters later as a hypothesis. That every monic complex polynomial has this product form is not among the theorems, which take the product as their starting point.

```lean
/-- The right-hand side of the TQ relation for `n` sites:
`(x + i/2)ⁿ Q(x - i) + (x - i/2)ⁿ Q(x + i)`. -/
def tqRHS (n : ℕ) (Q : ℂ[X]) : ℂ[X] :=
  (X + C (I / 2)) ^ n * Q.comp (X - C I) + (X - C (I / 2)) ^ n * Q.comp (X + C I)
```

Here `Q.comp (X - C I)` is the composition \(Q(x-i)\). The pairing of \((x+i/2)^n\) with \(Q(x-i)\) and the relative plus sign fix the convention, which corresponds to a homogeneous chain with untwisted periodic boundary conditions. The definition accepts an arbitrary polynomial `Q`, which the degree theorem uses.

```lean
/-- The value of the Baxter polynomial at `x` is `∏ₖ (x - uₖ)`. -/
theorem eval_baxterQ (u : ι → ℂ) (x : ℂ) : (baxterQ u).eval x = ∏ k, (x - u k) := by
  simp [baxterQ, eval_prod]

/-- The value at `x` of the right-hand side of the TQ relation. -/
theorem eval_tqRHS (n : ℕ) (Q : ℂ[X]) (x : ℂ) :
    (tqRHS n Q).eval x =
      (x + I / 2) ^ n * Q.eval (x - I) + (x - I / 2) ^ n * Q.eval (x + I) := by
  simp only [tqRHS, eval_add, eval_mul, eval_pow, eval_sub, eval_X, eval_C, eval_comp]
```

These two lemmas pass from polynomials to numbers. Evaluation respects sums, products and composition, so `eval_baxterQ` and `eval_tqRHS` return the formulas for \(Q(x)\) and \(P(x)\) at a complex point \(x\).

## Divisibility and vanishing at simple roots

```lean
/-- For distinct rapidities, `Q` divides a polynomial `P` exactly when `P` vanishes at
every rapidity. -/
theorem baxterQ_dvd_iff (u : ι → ℂ) (hu : Function.Injective u) (P : ℂ[X]) :
    baxterQ u ∣ P ↔ ∀ j, P.eval (u j) = 0 := by
  constructor
  · intro h j
    have hj : (X - C (u j)) ∣ baxterQ u :=
      Finset.dvd_prod_of_mem (fun k => X - C (u k)) (Finset.mem_univ j)
    exact dvd_iff_isRoot.mp (hj.trans h)
  · intro h
    -- distinct roots give pairwise coprime linear factors
    exact Fintype.prod_dvd_of_coprime (pairwise_coprime_X_sub_C hu)
      (fun j => dvd_iff_isRoot.mpr (h j))
```

In Lean, `baxterQ u ∣ P` means that \(P=QT\) for some polynomial \(T\), and `Function.Injective u` is distinctness. The lemma holds for every polynomial `P`. In the forward direction, `hj` records that \(x-u_j\) divides \(Q\), transitivity carries this to \(P\), and the factor theorem `dvd_iff_isRoot` turns it into \(P(u_j)=0\); the hypothesis `hu` is not touched. In the reverse direction `pairwise_coprime_X_sub_C hu` supplies coprimality of the linear factors, and `Fintype.prod_dvd_of_coprime` concludes that their product divides \(P\).

```lean
/-- For distinct rapidities, `Q` divides `(x + i/2)ⁿ Q(x - i) + (x - i/2)ⁿ Q(x + i)` if and
only if `(uⱼ + i/2)ⁿ Q(uⱼ - i) = -(uⱼ - i/2)ⁿ Q(uⱼ + i)` for every `j`. -/
theorem tq_dvd_iff (n : ℕ) (u : ι → ℂ) (hu : Function.Injective u) :
    baxterQ u ∣ tqRHS n (baxterQ u) ↔
      ∀ j, (u j + I / 2) ^ n * (baxterQ u).eval (u j - I) =
        -((u j - I / 2) ^ n * (baxterQ u).eval (u j + I)) := by
  rw [baxterQ_dvd_iff u hu]
  refine forall_congr' fun j => ?_
  rw [eval_tqRHS, add_eq_zero_iff_eq_neg]
```

In words, for every natural number \(n\) and every injective finite family of complex rapidities, \(Q\) divides \(P\) exactly when (1) holds for each \(j\). The statement contains no division, so rapidities at \(\pm i/2\) and differences equal to \(\pm i\) are covered. The proof rewrites divisibility as vanishing at each root, evaluates \(P(u_j)\) by `eval_tqRHS`, and moves one term across with `add_eq_zero_iff_eq_neg`.

## The ratio form

```lean
/-- At a shifted rapidity, `Q(uⱼ + c) = c ∏_{k ≠ j} (uⱼ - uₖ + c)`. -/
theorem eval_baxterQ_shift [DecidableEq ι] (u : ι → ℂ) (j : ι) (c : ℂ) :
    (baxterQ u).eval (u j + c) = c * ∏ k ∈ Finset.univ.erase j, (u j - u k + c) := by
  rw [eval_baxterQ,
    ← Finset.mul_prod_erase Finset.univ (fun k => u j + c - u k) (Finset.mem_univ j)]
  have h1 : u j + c - u j = c := by ring
  have h2 : ∏ k ∈ Finset.univ.erase j, (u j + c - u k) =
      ∏ k ∈ Finset.univ.erase j, (u j - u k + c) :=
    Finset.prod_congr rfl fun k _ => by ring
  simp only [h1, h2]
```

The set `Finset.univ.erase j` consists of the indices \(k\neq j\). The rewrite with `Finset.mul_prod_erase` splits off the factor \(k=j\), then `h1` evaluates it to \(c\) and `h2` reorders the remaining factors. Distinctness is not needed.

```lean
/-- For distinct rapidities with `uⱼ ≠ i/2` and `uⱼ - uₖ ≠ i`, `Q` divides the TQ right-hand
side if and only if the Bethe equations
`((uⱼ + i/2)/(uⱼ - i/2))ⁿ = ∏_{k ≠ j} (uⱼ - uₖ + i)/(uⱼ - uₖ - i)` hold. -/
theorem tq_dvd_iff_bethe [DecidableEq ι] (n : ℕ) (u : ι → ℂ) (hu : Function.Injective u)
    (h1 : ∀ j, u j ≠ I / 2) (h2 : ∀ j k, u j - u k ≠ I) :
    baxterQ u ∣ tqRHS n (baxterQ u) ↔
      ∀ j, ((u j + I / 2) / (u j - I / 2)) ^ n =
        ∏ k ∈ Finset.univ.erase j, ((u j - u k + I) / (u j - u k - I)) := by
  rw [tq_dvd_iff n u hu]
  refine forall_congr' fun j => ?_
  have hp := eval_baxterQ_shift u j I
  have hm := eval_baxterQ_shift u j (-I)
  simp only [← sub_eq_add_neg] at hm
  have hb : (u j - I / 2) ^ n ≠ 0 := pow_ne_zero _ (sub_ne_zero.mpr (h1 j))
  have hP : ∏ k ∈ Finset.univ.erase j, (u j - u k - I) ≠ 0 :=
    Finset.prod_ne_zero_iff.mpr fun k _ => sub_ne_zero.mpr (h2 j k)
  rw [hp, hm, div_pow, Finset.prod_div_distrib, div_eq_div_iff hb hP]
  -- the factors ∓i from k = j absorb the minus sign
  constructor
  · intro h
    apply mul_left_cancel₀ I_ne_zero
    linear_combination -h
  · intro h
    linear_combination (-I) * h
```

The right side is (2). The hypotheses `h1` and `h2` say that the denominators are nonzero, so that (2) has its ordinary meaning and the proof may clear denominators. Lean assigns the value 0 to a quotient by zero, so without them (2) would still be a well-formed statement, but its truth at the poles would rest on that convention: for the pair \(\pm i/2\) at \(n=4\) it would read \(0=0\) for both indices. No claim is made that the equivalence fails when they are dropped. Since `h2` ranges over all ordered pairs, exchanging \(j\) and \(k\) excludes the difference \(-i\) too, while its diagonal case only says \(0\neq i\). The proof starts from (1), substitutes the shifted values `hp` and `hm` for \(c=i\) and \(c=-i\), and clears the denominators of (2) with `div_eq_div_iff hb hP`. What remains is an equivalence between two polynomial equations that differ by the factor \(-i\). One direction cancels \(i\) by `mul_left_cancel₀ I_ne_zero`, and the other multiplies by \(-i\) in `linear_combination (-I) * h`.

## Degree and leading coefficient of T

```lean
/-- If `T Q` equals the TQ right-hand side for a monic `Q`, then `T` has degree `n` and
leading coefficient `2`. -/
theorem quotient_degree (n : ℕ) (Q T : ℂ[X]) (hQ : Q.Monic) (h : T * Q = tqRHS n Q) :
    T.natDegree = n ∧ T.leadingCoeff = 2 := by
  have a1 : ((X + C (I / 2)) ^ n : ℂ[X]).Monic := (monic_X_add_C _).pow n
  have b1 : ((X - C (I / 2)) ^ n : ℂ[X]).Monic := (monic_X_sub_C _).pow n
  have a2 := hQ.comp_X_sub_C I
  have b2 := hQ.comp_X_add_C I
  have hA := a1.mul a2
  have hB := b1.mul b2
  -- both terms are monic of degree n + deg Q
  have dA : ((X + C (I / 2)) ^ n * Q.comp (X - C I)).degree =
      ((n + Q.natDegree : ℕ) : WithBot ℕ) := by
    rw [degree_eq_natDegree hA.ne_zero, a1.natDegree_mul a2, natDegree_pow,
      natDegree_X_add_C, natDegree_comp, natDegree_X_sub_C, mul_one, mul_one]
  have dB : ((X - C (I / 2)) ^ n * Q.comp (X + C I)).degree =
      ((n + Q.natDegree : ℕ) : WithBot ℕ) := by
    rw [degree_eq_natDegree hB.ne_zero, b1.natDegree_mul b2, natDegree_pow,
      natDegree_X_sub_C, natDegree_comp, natDegree_X_add_C, mul_one, mul_one]
  have hsum : ((X + C (I / 2)) ^ n * Q.comp (X - C I)).leadingCoeff +
      ((X - C (I / 2)) ^ n * Q.comp (X + C I)).leadingCoeff = 2 := by
    rw [hA.leadingCoeff, hB.leadingCoeff]
    norm_num
  have hne : ((X + C (I / 2)) ^ n * Q.comp (X - C I)).leadingCoeff +
      ((X - C (I / 2)) ^ n * Q.comp (X + C I)).leadingCoeff ≠ 0 := by
    rw [hsum]
    exact two_ne_zero
  have hlc : (tqRHS n Q).leadingCoeff = 2 :=
    (leadingCoeff_add_of_degree_eq (dA.trans dB.symm) hne).trans hsum
  have hdeg : (tqRHS n Q).natDegree = n + Q.natDegree := by
    apply natDegree_eq_of_degree_eq_some
    rw [tqRHS, degree_add_eq_of_leadingCoeff_add_ne_zero hne, dA, dB, max_self]
  rw [← h, leadingCoeff_mul, hQ.leadingCoeff, mul_one] at hlc
  have hT : T ≠ 0 := by
    intro h0
    rw [h0, leadingCoeff_zero] at hlc
    exact two_ne_zero hlc.symm
  rw [← h, natDegree_mul hT hQ.ne_zero] at hdeg
  exact ⟨by omega, hlc⟩
```

This theorem concerns any monic `Q`, with simple or repeated roots, and any `T` with `T * Q = tqRHS n Q`. It does not say that such a `T` exists. The facts `hA` and `hB` state that both terms of \(P\) are monic, since shifting the argument and multiplying preserve that property, and `dA`, `dB` give them the common degree \(n+\deg Q\). Their leading coefficients add to 2, which is nonzero, so no cancellation occurs at the top, and `hlc` and `hdeg` fix the leading coefficient and degree of \(P\). Replacing \(P\) by \(TQ\) gives the leading coefficient of \(T\). This shows \(T\neq0\), so degrees add in the product, and subtracting \(\deg Q\) leaves \(n\).

## The double root and the four-site solution

```lean
/-- For `n = 3` and the repeated rapidity `u = (0, 0)` the root conditions hold, yet `Q` does
not divide the TQ right-hand side. -/
theorem repeated_root_fails :
    (∀ j, ((![0, 0] : Fin 2 → ℂ) j + I / 2) ^ 3 * (baxterQ ![0, 0]).eval (![0, 0] j - I) =
      -((![0, 0] j - I / 2) ^ 3 * (baxterQ ![0, 0]).eval (![0, 0] j + I))) ∧
    ¬ baxterQ ![0, 0] ∣ tqRHS 3 (baxterQ ![0, 0]) := by
  have hQ : baxterQ ![0, 0] = X * X := by simp [baxterQ, Fin.prod_univ_two]
  rw [hQ]
  constructor
  · intro j
    have hj : (![0, 0] : Fin 2 → ℂ) j = 0 := by fin_cases j <;> rfl
    rw [hj]
    simp only [eval_mul, eval_X]
    ring
  · rintro ⟨T, hT⟩
    -- a double root would force the derivative at 0 to vanish, but it equals 1
    have hd : (derivative (tqRHS 3 (X * X))).eval 0 = 1 := by
      simp only [tqRHS, pow_succ, pow_zero, one_mul, mul_comp, X_comp, derivative_mul,
        derivative_add, derivative_sub, derivative_X, derivative_C, eval_add, eval_sub,
        eval_mul, eval_X, eval_C, eval_one, eval_zero]
      linear_combination I_pow_four
    rw [hT] at hd
    simp at hd
```

The family `![0, 0]` is indexed by `Fin 2`, with \(u_0=u_1=0\). The theorem shows that the equivalence of `tq_dvd_iff` is false for this non-injective family at \(n=3\). After `hQ` identifies \(Q\) with `X * X`, the root conditions are an identity that `ring` closes. For the second part, `hd` expands the derivative by the product rule; the four contributions add up to \(i^4\), which `I_pow_four` sets to 1. Substituting \(P=x^2T\) makes the same derivative vanish at 0, which is the contradiction.

The last theorem exhibits distinct rapidities for which \(Q\) does divide \(P\): at \(n=4\), the pair \(\pm\sqrt3/6\) is injective and satisfies \(TQ=P\) with \(T=2x^4+3x^2+13/8\), a polynomial of degree 4 and leading coefficient 2. The proof keeps only `ha`, the value \(a^2=1/12\) for \(a=\sqrt3/6\), and `generalize` forgets the square root. Then `h1` gives \(a\neq-a\), since otherwise \(a=0\), and `hQ` gives \(Q(x)=x^2-1/12\). By `Polynomial.funext` it suffices to compare values at every complex \(x\). Treating \(i\) as an indeterminate, the difference of the two sides is a multiple of \(i^2+1\), and the final `linear_combination` supplies the cofactor explicitly. Both sides equal \(2x^6+\tfrac{17}{6}x^4+\tfrac{11}{8}x^2-\tfrac{13}{96}\), the expression for \(P\) found above at \(q=-1/12\).

```lean
/-- For `n = 4` the rapidities `±√3/6` are distinct and satisfy the TQ relation with
`T(x) = 2x⁴ + 3x² + 13/8`. -/
theorem tq_witness :
    Function.Injective ![((√3 / 6 : ℝ) : ℂ), -((√3 / 6 : ℝ) : ℂ)] ∧
    (C 2 * X ^ 4 + C 3 * X ^ 2 + C (13 / 8)) *
        baxterQ ![((√3 / 6 : ℝ) : ℂ), -((√3 / 6 : ℝ) : ℂ)] =
      tqRHS 4 (baxterQ ![((√3 / 6 : ℝ) : ℂ), -((√3 / 6 : ℝ) : ℂ)]) := by
  have ha : ((√3 / 6 : ℝ) : ℂ) ^ 2 = 1 / 12 := by
    rw [← Complex.ofReal_pow, div_pow, Real.sq_sqrt (by norm_num)]
    push_cast
    norm_num
  generalize ((√3 / 6 : ℝ) : ℂ) = a at ha ⊢
  have h1 : a ≠ -a := by
    intro h
    have h0 : a = 0 := by linear_combination h / 2
    rw [h0] at ha
    norm_num at ha
  have hQ : ∀ x, (baxterQ ![a, -a]).eval x = x ^ 2 - 1 / 12 := by
    intro x
    rw [eval_baxterQ, Fin.prod_univ_two]
    change (x - a) * (x - -a) = _
    linear_combination -ha
  constructor
  · intro i j
    fin_cases i <;> fin_cases j <;> intro h
    · rfl
    · exact (h1 h).elim
    · exact (h1 h.symm).elim
    · rfl
  · apply Polynomial.funext
    intro x
    rw [eval_tqRHS]
    simp only [eval_mul, eval_add, eval_pow, eval_C, eval_X, hQ]
    linear_combination (-2 * (-3 / 2 * x ^ 4 + x ^ 2 * (9 / 16 * (I ^ 2 - 1) - 1 / 8)
      + (I ^ 4 - I ^ 2 + 1) / 16 - (I ^ 2 - 1) / 192)) * I_sq

end

end BaxterTQ
```

```lean
#print axioms BaxterTQ.baxterQ_dvd_iff
-- 'BaxterTQ.baxterQ_dvd_iff' depends on axioms: [propext, Classical.choice, Quot.sound]
#print axioms BaxterTQ.tq_dvd_iff_bethe
-- 'BaxterTQ.tq_dvd_iff_bethe' depends on axioms: [propext, Classical.choice, Quot.sound]
#print axioms BaxterTQ.quotient_degree
-- 'BaxterTQ.quotient_degree' depends on axioms: [propext, Classical.choice, Quot.sound]
#print axioms BaxterTQ.repeated_root_fails
-- 'BaxterTQ.repeated_root_fails' depends on axioms: [propext, Classical.choice, Quot.sound]
```
